# The Franck–Condon factors of displaced oscillators with equal frequency sum to one

For real \(z\) and levels \(m,n=0,1,2,\dots\), let

\[
f(m,n)=\sum_{k=0}^{\min(m,n)} z^{m-k}(-z)^{n-k}\,\frac{\sqrt{m!\,n!}}{k!\,(m-k)!\,(n-k)!}.
\]

Then \(\sum_m f(m,n)f(m,l)\) converges to \(e^{z^2}\) if \(n=l\) and to \(0\) otherwise. Hence the Franck–Condon factors \(e^{-z^2}f(m,n)^2\) sum to one over \(m\).

**Q:** Which physical problem is this?

**A:** An electronic transition shifts the equilibrium position of one harmonic mode by \(d\) and leaves its frequency \(\omega\) and reduced mass \(\mu\) unchanged. With \(z=d\sqrt{\mu\omega/2\hbar}\), the overlap of level \(m\) of one well with level \(n\) of the shifted well is \(e^{-z^2/2}f(m,n)\). If the electronic transition dipole does not depend on the nuclear coordinate (the Condon approximation), its square is the relative weight of the line \(n\to m\), apart from the frequency factor in the intensity. The sum rule says that these weights exhaust the transition for this single mode.

**Q:** Derive it without the computer first.

**A:** Allow a complex displacement \(\alpha\), which includes a momentum shift, and replace \(z\) by \(\alpha\) and \(-z\) by \(-\bar\alpha\) in \(f\). For complex numbers \(a,b\) define

\[
G_{a,b}(m,n)=\sum_k k!\binom mk\binom nk a^{m-k}b^{n-k}.
\]

Since \(k!\binom mk\binom nk=m!\,n!/(k!(m-k)!(n-k)!)\), we have \(f(m,n)=G_{\alpha,-\bar\alpha}(m,n)/\sqrt{m!\,n!}\).

Pascal's rule \(\binom{m+1}{k}=\binom mk+\binom m{k-1}\) splits \(G_{a,b}(m+1,n)\) in two. The first part is \(a\,G_{a,b}(m,n)\). In the second, \(k\binom nk=n\binom{n-1}{k-1}\) extracts a factor \(n\). This gives the first recursion below; exchanging the indices together with \(a,b\) gives the second:

\[
\begin{aligned}
G_{a,b}(m+1,n)&=a\,G_{a,b}(m,n)+n\,G_{a,b}(m,n-1),\\
G_{a,b}(m,n+1)&=b\,G_{a,b}(m,n)+m\,G_{a,b}(m-1,n).
\end{aligned}
\]

A term with prefactor zero is absent. Now take complex \(a,c\) and put

\[
S(n,l)=\sum_m \frac{G_{c,-a}(m,n)\,G_{a,-c}(m,l)}{m!}.
\]

Raise \(n\) with the second recursion, shift \(m\) by one in the term carrying the factor \(m\), and apply the first recursion to the other column:

\[
\begin{aligned}
S(n+1,l)&=-a\,S(n,l)+\sum_m\frac{G_{c,-a}(m,n)\,G_{a,-c}(m+1,l)}{m!}\\
&=-a\,S(n,l)+a\,S(n,l)+l\,S(n,l-1)=l\,S(n,l-1).
\end{aligned}
\]

For \(n=0\) the first column is \(c^m\), so \(S(0,0)=\sum_m(ac)^m/m!=e^{ac}\). The same shift gives \(S(0,l+1)=-c\,S(0,l)+c\,S(0,l)=0\). By induction \(S(n,l)=n!\,e^{ac}\delta_{nl}\). Each step combines or shifts series already known to converge.

Finally set \(a=\alpha\), \(c=\bar\alpha\). The first column is then the complex conjugate of \(G_{\alpha,-\bar\alpha}(m,n)\), and division by \(\sqrt{n!\,l!}\) gives

\[
\sum_m\overline{f(m,n)}\,f(m,l)=e^{|\alpha|^2}\delta_{nl}.
\]

**Q:** What does Lean take as the overlap?

**A:** The explicit finite sum, over complex or real numbers.

```lean
import Mathlib

open scoped Nat ComplexConjugate
open Finset

namespace FranckCondonCompleteness

noncomputable section

/-- The overlap sum `f(m,n)` of two oscillators displaced by a complex amplitude `α`,
without the Gaussian prefactor. -/
def overlap (α : ℂ) (m n : ℕ) : ℂ :=
  ∑ k ∈ range (min m n + 1), α ^ (m - k) * (-conj α) ^ (n - k) *
    ((√((m ! : ℝ) * (n ! : ℝ)) : ℝ) : ℂ) / ((k ! : ℂ) * ((m - k)! : ℂ) * ((n - k)! : ℂ))

/-- The overlap sum `f(m,n)` for a real displacement `z`. -/
def realOverlap (z : ℝ) (m n : ℕ) : ℝ :=
  ∑ k ∈ range (min m n + 1), z ^ (m - k) * (-z) ^ (n - k) *
    √((m ! : ℝ) * (n ! : ℝ)) / ((k ! : ℝ) * ((m - k)! : ℝ) * ((n - k)! : ℝ))
```

The levels are natural numbers, and `range (min m n + 1)` runs over \(k=0,\dots,\min(m,n)\). The name `overlap` departs from textbook use: the normalised overlap is \(e^{-|\alpha|^2/2}\) times this quantity.

**Q:** So no wavefunction appears. Where is the oscillator?

**A:** In the identification of \(e^{-|\alpha|^2/2}f(m,n)\) with the overlap integral of two oscillator eigenfunctions. That is the step from the Lean model to the molecule, and it is taken from the standard calculation. Unequal frequencies, anharmonicity and mixing of several modes would need a different \(f\). The squared overlaps of a normalised initial state with a complete orthonormal set of final states, including any continuum, still total one, but that is not proved here.

**Q:** And \(G\)?

**A:** It is `ladderSum a b m n`. Here `a` and `b` are numbers, not ladder operators.

```lean
/-- The term of the ladder sum in which `k` quanta are paired between the two levels. -/
def pairTerm (a b : ℂ) (m n k : ℕ) : ℂ :=
  (k ! : ℂ) * (m.choose k : ℂ) * (n.choose k : ℂ) * a ^ (m - k) * b ^ (n - k)

/-- The ladder sum: all ways of pairing quanta of level `m` with quanta of level `n`,
with weight `a` or `b` for each unpaired quantum. -/
def ladderSum (a b : ℂ) (m n : ℕ) : ℂ :=
  ∑ k ∈ range (min m n + 1), pairTerm a b m n k

/-- Exchanging the two levels together with their weights leaves the ladder sum unchanged. -/
theorem ladderSum_symm (a b : ℂ) (m n : ℕ) : ladderSum a b m n = ladderSum b a n m := by
  unfold ladderSum
  rw [min_comm m n]
  refine sum_congr rfl fun k _ => ?_
  unfold pairTerm
  ring
```

The last theorem is the exchange symmetry. Next, the upper limit is extended from \(\min(m,n)\) to \(m\), because the added binomials vanish. Pascal's rule is then applied term by term in `pairTerm_step`, where `linear_combination` assembles the binomial identities.

```lean
private lemma ladderSum_range (a b : ℂ) (m n : ℕ) :
    ladderSum a b m n = ∑ k ∈ range (m + 1), pairTerm a b m n k := by
  unfold ladderSum
  apply sum_subset
  · intro k hk
    simp only [mem_range] at *
    omega
  · intro k hk hk'
    simp only [mem_range] at hk hk'
    have h : n < k := by omega
    simp [pairTerm, Nat.choose_eq_zero_of_lt h]

private lemma pairTerm_step (a b : ℂ) (m n k : ℕ) :
    pairTerm a b (m + 1) n (k + 1)
      = a * pairTerm a b m n (k + 1) + n * pairTerm a b m (n - 1) k := by
  rcases n with _ | n
  · simp [pairTerm]
  have h : ((n : ℂ) + 1) * (n.choose k : ℂ) = ((n + 1).choose (k + 1) : ℂ) * ((k : ℂ) + 1) := by
    exact_mod_cast Nat.add_one_mul_choose_eq n k
  have hP : ((m + 1).choose (k + 1) : ℂ) = (m.choose k : ℂ) + (m.choose (k + 1) : ℂ) := by
    exact_mod_cast Nat.choose_succ_succ' m k
  have hp : (m.choose (k + 1) : ℂ) * a ^ (m - k)
      = (m.choose (k + 1) : ℂ) * (a * a ^ (m - (k + 1))) := by
    rcases Nat.lt_or_ge k m with hlt | hge
    · have e : m - k = m - (k + 1) + 1 := by omega
      rw [e, pow_succ]
      ring
    · simp [Nat.choose_eq_zero_of_lt (Nat.lt_succ_of_le hge)]
  simp only [pairTerm, Nat.add_sub_add_right, Nat.add_sub_cancel, Nat.factorial_succ,
    Nat.cast_mul, Nat.cast_add, Nat.cast_one, hP]
  linear_combination ((k : ℂ) + 1) * (k ! : ℂ) * ((n + 1).choose (k + 1) : ℂ) * b ^ (n - k) * hp
    - (k ! : ℂ) * (m.choose k : ℂ) * a ^ (m - k) * b ^ (n - k) * h
```

Summing these terms, with \(k=0\) split off, gives the first recursion. Symmetry turns it into the second, `ladderSum_col`.

```lean
/-- Ladder recursion: a quantum added to level `m` either stays unpaired, with weight `a`,
or is paired with one of the `n` quanta of the other level. -/
theorem ladderSum_succ (a b : ℂ) (m n : ℕ) :
    ladderSum a b (m + 1) n = a * ladderSum a b m n + n * ladderSum a b m (n - 1) := by
  have hext : ladderSum a b m n = ∑ k ∈ range (m + 1 + 1), pairTerm a b m n k := by
    rw [ladderSum_range, sum_range_succ _ (m + 1)]
    simp [pairTerm]
  have h0 : pairTerm a b (m + 1) n 0 = a * pairTerm a b m n 0 := by
    simp only [pairTerm, Nat.sub_zero, Nat.choose_zero_right]
    ring
  rw [hext, ladderSum_range a b (m + 1) n, ladderSum_range a b m (n - 1),
    sum_range_succ' (pairTerm a b (m + 1) n), sum_range_succ' (pairTerm a b m n),
    sum_congr (rfl : range (m + 1) = range (m + 1)) (fun k _ => pairTerm_step a b m n k),
    sum_add_distrib, ← mul_sum, ← mul_sum, h0]
  ring

private lemma ladderSum_col (a b : ℂ) (m n : ℕ) :
    ladderSum a b m (n + 1) = b * ladderSum a b m n + m * ladderSum a b (m - 1) n := by
  rw [ladderSum_symm a b m (n + 1), ladderSum_succ b a n m, ladderSum_symm b a n m,
    ladderSum_symm b a n (m - 1)]
```

**Q:** Shifting an infinite series needs convergence. Is that assumed?

**A:** No. `HasSum` states that a series converges to a given value, independently of the order of its terms. `hasSum_shift` takes such a statement for the shifted series and returns one for the original, whose \(m=0\) term is zero. `hasSum_of_eq` rewrites the terms and the value.

```lean
private lemma hasSum_shift (p q : ℕ → ℂ) {s : ℂ}
    (h : HasSum (fun m : ℕ => p m * q (m + 1) / (m ! : ℂ)) s) :
    HasSum (fun m : ℕ => (m : ℂ) * p (m - 1) * q m / (m ! : ℂ)) s := by
  refine (hasSum_nat_add_iff' 1).mp ?_
  have e : (fun m : ℕ => ((m + 1 : ℕ) : ℂ) * p (m + 1 - 1) * q (m + 1) / ((m + 1)! : ℂ))
      = fun m : ℕ => p m * q (m + 1) / (m ! : ℂ) := by
    funext m
    have h1 : (m ! : ℂ) ≠ 0 := Nat.cast_ne_zero.mpr m.factorial_ne_zero
    have h2 : (m : ℂ) + 1 ≠ 0 := Nat.cast_add_one_ne_zero m
    rw [Nat.add_sub_cancel, Nat.factorial_succ]
    push_cast
    field_simp
  rw [e]
  simpa using h

private lemma hasSum_of_eq {f g : ℕ → ℂ} {s t : ℂ} (h : HasSum f s)
    (hfg : ∀ m, g m = f m) (hst : t = s) : HasSum g t := by
  rw [funext hfg, hst]
  exact h
```

The case \(n=0\) starts from the exponential series and proceeds by induction on \(l\).

```lean
private lemma vacuum_column (a c : ℂ) (l : ℕ) :
    HasSum (fun m : ℕ => c ^ m * ladderSum a (-c) m l / (m ! : ℂ))
      (if l = 0 then Complex.exp (a * c) else 0) := by
  induction l with
  | zero =>
    have h := NormedSpace.expSeries_div_hasSum_exp (a * c)
    rw [← Complex.exp_eq_exp_ℂ] at h
    rw [if_pos rfl]
    refine hasSum_of_eq h (fun m => ?_) rfl
    have h0 : ladderSum a (-c) m 0 = a ^ m := by simp [ladderSum, pairTerm]
    rw [h0, mul_pow]
    ring
  | succ l ih =>
    have h0 : HasSum (fun m : ℕ => ladderSum a (-c) m l * c ^ (m + 1) / (m ! : ℂ))
        (c * (if l = 0 then Complex.exp (a * c) else 0)) := by
      refine hasSum_of_eq (ih.mul_left c) (fun m => ?_) rfl
      ring
    have h1 := hasSum_shift (fun m => ladderSum a (-c) m l) (fun m => c ^ m) h0
    refine hasSum_of_eq (h1.sub (ih.mul_left c)) (fun m => ?_) ?_
    · rw [ladderSum_col]
      ring
    · simp
```

The general case is an induction on \(n\) for all \(l\) at once, since the step calls on both \(S(n,l)\) and \(S(n,l-1)\). In the code, `h0` is the row recursion, `h1` the shift, and `h1.sub` the cancellation of the displacement terms.

```lean
/-- Orthogonality of the ladder sums with weight `1/m!`, for any complex `a` and `c`. -/
theorem ladderSum_orthogonality (a c : ℂ) (n l : ℕ) :
    HasSum (fun m : ℕ => ladderSum c (-a) m n * ladderSum a (-c) m l / (m ! : ℂ))
      (if n = l then (n ! : ℂ) * Complex.exp (a * c) else 0) := by
  induction n generalizing l with
  | zero =>
    convert vacuum_column a c l using 1
    · funext m
      simp [ladderSum, pairTerm]
    · simp [eq_comm]
  | succ n ih =>
    -- lower the second column, then shift the index to raise the first one
    have h0 : HasSum (fun m : ℕ => ladderSum c (-a) m n * ladderSum a (-c) (m + 1) l / (m ! : ℂ))
        (a * (if n = l then (n ! : ℂ) * Complex.exp (a * c) else 0)
          + l * (if n = l - 1 then (n ! : ℂ) * Complex.exp (a * c) else 0)) := by
      refine hasSum_of_eq (((ih l).mul_left a).add ((ih (l - 1)).mul_left (l : ℂ)))
        (fun m => ?_) rfl
      rw [ladderSum_succ]
      ring
    have h1 := hasSum_shift (fun m => ladderSum c (-a) m n) (fun m => ladderSum a (-c) m l) h0
    -- the displacement terms cancel
    refine hasSum_of_eq (h1.sub ((ih l).mul_left a)) (fun m => ?_) ?_
    · rw [ladderSum_col]
      ring
    · rw [add_sub_cancel_left]
      rcases l with _ | l
      · simp
      · by_cases h : n = l
        · subst h
          simp [Nat.factorial_succ, mul_assoc]
        · simp [h]
```

**Q:** Then only the square roots remain?

**A:** Yes, together with complex conjugation. `overlap_eq` is the relation between \(f\) and \(G\), and `ladderSum_conj` conjugates both weights.

```lean
private lemma sqrt_fact (n : ℕ) :
    ((√(n ! : ℝ) : ℝ) : ℂ) * ((√(n ! : ℝ) : ℝ) : ℂ) = (n ! : ℂ) := by
  rw [← Complex.ofReal_mul, Real.mul_self_sqrt (Nat.cast_nonneg _), Complex.ofReal_natCast]

private lemma sqrt_fact_ne (n : ℕ) : ((√(n ! : ℝ) : ℝ) : ℂ) ≠ 0 :=
  Complex.ofReal_ne_zero.mpr (Real.sqrt_ne_zero'.mpr (Nat.cast_pos.mpr n.factorial_pos))

/-- The overlap sum is the ladder sum with weights `α` and `-conj α`, divided by
`√(m!) √(n!)`. -/
theorem overlap_eq (α : ℂ) (m n : ℕ) :
    overlap α m n = ladderSum α (-conj α) m n /
      (((√(m ! : ℝ) : ℝ) : ℂ) * ((√(n ! : ℝ) : ℝ) : ℂ)) := by
  unfold overlap ladderSum
  rw [sum_div]
  refine sum_congr rfl fun k hk => ?_
  rw [mem_range] at hk
  have hm : (m.choose k : ℂ) * (k ! : ℂ) * ((m - k)! : ℂ) = (m ! : ℂ) := by
    exact_mod_cast Nat.choose_mul_factorial_mul_factorial (show k ≤ m by omega)
  have hn : (n.choose k : ℂ) * (k ! : ℂ) * ((n - k)! : ℂ) = (n ! : ℂ) := by
    exact_mod_cast Nat.choose_mul_factorial_mul_factorial (show k ≤ n by omega)
  have hf : ∀ j : ℕ, (j ! : ℂ) ≠ 0 := fun j => Nat.cast_ne_zero.mpr j.factorial_ne_zero
  rw [Real.sqrt_mul (Nat.cast_nonneg _), Complex.ofReal_mul, pairTerm,
    div_eq_div_iff (mul_ne_zero (mul_ne_zero (hf _) (hf _)) (hf _))
      (mul_ne_zero (sqrt_fact_ne m) (sqrt_fact_ne n))]
  have hs : (((√(m ! : ℝ) : ℝ) : ℂ) * ((√(n ! : ℝ) : ℝ) : ℂ)) *
      (((√(m ! : ℝ) : ℝ) : ℂ) * ((√(n ! : ℝ) : ℝ) : ℂ)) = (m ! : ℂ) * (n ! : ℂ) := by
    rw [mul_mul_mul_comm, sqrt_fact, sqrt_fact]
  linear_combination α ^ (m - k) * (-conj α) ^ (n - k) * (hs - (n ! : ℂ) * hm
    - (m.choose k : ℂ) * (k ! : ℂ) * ((m - k)! : ℂ) * hn)

private lemma ladderSum_conj (a b : ℂ) (m n : ℕ) :
    conj (ladderSum a b m n) = ladderSum (conj a) (conj b) m n := by
  simp [ladderSum, pairTerm, map_sum]
```

With \(a=\alpha\) and \(c=\bar\alpha\), orthogonality becomes the statement for complex displacement. For every \(\alpha\), \(n\) and \(l\), the series over \(m\) has the value \(e^{|\alpha|^2}\) or zero.

```lean
/-- Completeness for a complex displacement: summed over all levels `m` of one oscillator, the
products `conj f(m,n) * f(m,l)` for levels `n` and `l` of the other give `exp(|α|²)` if `n = l`,
else zero. -/
theorem overlap_completeness (α : ℂ) (n l : ℕ) :
    HasSum (fun m : ℕ => conj (overlap α m n) * overlap α m l)
      (if n = l then ((Real.exp (‖α‖ ^ 2) : ℝ) : ℂ) else 0) := by
  have h := (ladderSum_orthogonality α (conj α) n l).mul_left
    (1 / (((√(n ! : ℝ) : ℝ) : ℂ) * ((√(l ! : ℝ) : ℝ) : ℂ)))
  refine hasSum_of_eq h (fun m => ?_) ?_
  · rw [overlap_eq, overlap_eq, ← sqrt_fact m]
    simp only [map_div₀, map_mul, Complex.conj_ofReal, ladderSum_conj, map_neg,
      Complex.conj_conj]
    ring
  · split_ifs with hnl
    · subst hnl
      have hf : (n ! : ℂ) ≠ 0 := Nat.cast_ne_zero.mpr n.factorial_ne_zero
      rw [Complex.mul_conj, Complex.normSq_eq_norm_sq, Complex.ofReal_exp, sqrt_fact]
      field_simp
    · simp
```

**Q:** That makes the columns orthonormal after normalisation. For an infinite matrix, the rows need not follow.

**A:** Correct, so the rows have their own theorem. Exchanging the two indices of \(f\) has the same effect as replacing \(\alpha\) by \(-\bar\alpha\), which leaves \(|\alpha|\) unchanged, and the column result applies.

```lean
/-- Completeness in the other index: summed over all levels `n` of the second oscillator, the
products `conj f(l,n) * f(m,n)` for levels `m` and `l` of the first give `exp(|α|²)` if `l = m`,
else zero. -/
theorem overlap_completeness_right (α : ℂ) (m l : ℕ) :
    HasSum (fun n : ℕ => conj (overlap α l n) * overlap α m n)
      (if l = m then ((Real.exp (‖α‖ ^ 2) : ℝ) : ℂ) else 0) := by
  -- exchanging the two indices amounts to replacing `α` by `-conj α`
  have hswap : ∀ i j : ℕ, overlap (-conj α) j i = overlap α i j := by
    intro i j
    rw [overlap_eq, overlap_eq, ladderSum_symm]
    simp only [map_neg, Complex.conj_conj, neg_neg]
    rw [mul_comm ((√(j ! : ℝ) : ℝ) : ℂ)]
  have h := overlap_completeness (-conj α) l m
  simp only [hswap, norm_neg, RCLike.norm_conj] at h
  exact h
```

For real \(z\) the conjugation disappears, and taking real parts gives the opening result. Setting \(l=n\) and multiplying by \(e^{-z^2}\) gives the sum rule.

```lean
/-- Franck-Condon completeness for a real displacement `z`: the series over `m` of
`f(m,n) f(m,l)` converges to `exp(z²)` if `n = l` and to zero otherwise. -/
theorem franckCondon_completeness (z : ℝ) (n l : ℕ) :
    HasSum (fun m : ℕ => realOverlap z m n * realOverlap z m l)
      (if n = l then Real.exp (z ^ 2) else 0) := by
  have h := overlap_completeness (z : ℂ) n l
  have hc : ∀ i j : ℕ, overlap (z : ℂ) i j = ((realOverlap z i j : ℝ) : ℂ) := by
    intro i j
    simp only [overlap, realOverlap, Complex.conj_ofReal]
    push_cast
    rfl
  have hv : (if n = l then ((Real.exp (‖(z : ℂ)‖ ^ 2) : ℝ) : ℂ) else 0)
      = ((if n = l then Real.exp (z ^ 2) else 0 : ℝ) : ℂ) := by
    split_ifs <;> simp
  simp only [hc, Complex.conj_ofReal, ← Complex.ofReal_mul] at h
  rw [hv] at h
  exact Complex.reCLM.hasSum h

/-- Franck-Condon sum rule: for each level `n` and real displacement `z`, the factors
`exp(-z²) f(m,n)²` sum to one over all `m`. -/
theorem franckCondon_sum_rule (z : ℝ) (n : ℕ) :
    HasSum (fun m : ℕ => Real.exp (-z ^ 2) * realOverlap z m n ^ 2) 1 := by
  have h := (franckCondon_completeness z n n).mul_left (Real.exp (-z ^ 2))
  rw [if_pos rfl, ← Real.exp_add, neg_add_cancel, Real.exp_zero] at h
  simpa only [pow_two] using h

end

end FranckCondonCompleteness
```

```lean
#print axioms FranckCondonCompleteness.overlap_completeness_right
#print axioms FranckCondonCompleteness.franckCondon_sum_rule
```

```
'FranckCondonCompleteness.overlap_completeness_right' depends on axioms: [propext, Classical.choice, Quot.sound]
'FranckCondonCompleteness.franckCondon_sum_rule' depends on axioms: [propext, Classical.choice, Quot.sound]
```

**Q:** Does it matter that \(z\) is real in the version without conjugation?

**A:** Yes. If \(\alpha\) is complex and the conjugation of the first factor is omitted, direct summation gives

\[
\sum_m f(m,0)f(m,1)=\sum_m\frac{\alpha^m\left(m\alpha^{m-1}-\bar\alpha\,\alpha^m\right)}{m!}=(\alpha-\bar\alpha)\,e^{\alpha^2}.
\]

For \(\alpha=i\) this is \(2i/e\), not zero.

**Q:** Where would I meet the sum rule in a calculation?

**A:** When a computed vibronic progression is cut off at a highest final level. Take \(z=1\). From \(n=0\) the weights are \(e^{-1}/m!\), that is 0.368, 0.368, 0.184, 0.061 and 0.015 for \(m=0,\dots,4\). They add up to 0.996, so 0.4% of the total weight lies higher. From \(n=1\) the weights are \(e^{-1}(m-1)^2/m!\), and the same five levels hold only 0.935. For a single displaced mode of unchanged frequency, the missing weight is thus known without computing the higher lines.
